# Global minimum of the lower E ⊗ (b1+b2) Jahn–Teller sheet for harmonic modes with linear coupling

Let $x$ and $y$ be the real amplitudes of a b1 and a b2 distortion, with force constants $k_1, k_2$ and linear vibronic couplings $V_1, V_2$ to an electronic doublet. Energies are measured from the undistorted doublet, and the nuclei are treated as static. Write

$$U(x,y)=\tfrac12 k_1x^2+\tfrac12 k_2y^2,\qquad R(x,y)=V_1^2x^2+V_2^2y^2,\qquad E_i=\frac{V_i^2}{2k_i}.$$

For $k_1,k_2>0$ and any real $V_1,V_2$, the lower sheet $W=U-\sqrt R$ has global minimum $-\max(E_1,E_2)$, attained on a coordinate axis. The positivity condition says that each mode is harmonically stable before the linear coupling acts.

## The two-mode model

```lean
import Mathlib

open Matrix

namespace JahnTellerEb1b2

noncomputable section
```

The file loads Mathlib, Lean's mathematical library, and makes matrix notation available.

```lean
/-- Harmonic elastic energy of the two distortion modes `x` (b1) and `y` (b2). -/
def elastic (k1 k2 x y : ℝ) : ℝ := k1 * x ^ 2 / 2 + k2 * y ^ 2 / 2
```

This is $U(x,y)$. The type `ℝ` makes all parameters and amplitudes real; positivity of the force constants enters later, as an explicit hypothesis.

```lean
/-- Vibronic Hamiltonian of an electronic doublet: the b1 mode splits the two states,
the b2 mode mixes them. -/
def vibronic (k1 k2 V1 V2 x y : ℝ) : Matrix (Fin 2) (Fin 2) ℝ :=
  !![elastic k1 k2 x y + V1 * x, V2 * y; V2 * y, elastic k1 k2 x y - V1 * x]
```

In a fixed real basis of the doublet, the Hamiltonian is

$$H=\begin{pmatrix}U+V_1x & V_2y\\ V_2y & U-V_1x\end{pmatrix}.$$

The b1 mode splits the two states and the b2 mode mixes them, as for an E term in tetragonal symmetry. `Fin 2` is the index set of the two electronic states. Quadratic coupling, anharmonicity, spin–orbit coupling and nuclear kinetic energy are absent. The Jahn–Teller theorem concerns which degenerate states have a distorting linear coupling allowed by symmetry; here the couplings are given numbers, and they may be zero.

```lean
/-- The lower adiabatic potential energy sheet. -/
def lowerSheet (k1 k2 V1 V2 x y : ℝ) : ℝ :=
  elastic k1 k2 x y - Real.sqrt (V1 ^ 2 * x ^ 2 + V2 ^ 2 * y ^ 2)
```

This is $W=U-\sqrt R$, written as an explicit formula. Its identification with an eigenvalue of $H$ is proved below.

```lean
/-- Jahn-Teller stabilisation energy of a single mode with force constant `k` and
linear coupling `V`. -/
def jtEnergy (k V : ℝ) : ℝ := V ^ 2 / (2 * k)
```

`jtEnergy k V` is $V^2/(2k)$, so `jtEnergy k1 V1` is $E_1$ and `jtEnergy k2 V2` is $E_2$.

```lean
/-- The squared coupling expressed through the stabilisation energy. -/
lemma coupling_sq {k : ℝ} (hk : 0 < k) (V : ℝ) : V ^ 2 = 2 * k * jtEnergy k V := by
  have hk' : k ≠ 0 := hk.ne'
  unfold jtEnergy
  field_simp
```

For $k>0$, the definition rearranges to $V^2=2k\,\frac{V^2}{2k}$. The later proofs use this to replace couplings by stabilisation energies.

## From the matrix to the lower sheet

```lean
/-- Secular equation: `E` is an eigenvalue of the vibronic Hamiltonian exactly when its squared
distance from the elastic energy is `V1² x² + V2² y²`. -/
theorem secular_equation (k1 k2 V1 V2 x y E : ℝ) :
    (∃ v : Fin 2 → ℝ, v ≠ 0 ∧ vibronic k1 k2 V1 V2 x y *ᵥ v = E • v) ↔
      (E - elastic k1 k2 x y) ^ 2 = V1 ^ 2 * x ^ 2 + V2 ^ 2 * y ^ 2 := by
  have h : ∀ v : Fin 2 → ℝ, vibronic k1 k2 V1 V2 x y *ᵥ v = E • v ↔
      (vibronic k1 k2 V1 V2 x y - E • (1 : Matrix (Fin 2) (Fin 2) ℝ)) *ᵥ v = 0 := by
    intro v
    rw [Matrix.sub_mulVec, Matrix.smul_mulVec, Matrix.one_mulVec, sub_eq_zero]
  have hd : (vibronic k1 k2 V1 V2 x y - E • (1 : Matrix (Fin 2) (Fin 2) ℝ)).det =
      (E - elastic k1 k2 x y) ^ 2 - (V1 ^ 2 * x ^ 2 + V2 ^ 2 * y ^ 2) := by
    rw [Matrix.det_fin_two]
    simp [vibronic]
    ring
  simp_rw [h]
  rw [Matrix.exists_mulVec_eq_zero_iff, hd, sub_eq_zero]
```

The left side says that a nonzero real vector $v$ satisfies $Hv=Ev$; `*ᵥ` is matrix-times-vector and `•` is multiplication by a scalar. Such a vector exists exactly when $\det(H-E\,\mathbb 1)=0$. By hand,

$$\det(H-E\,\mathbb 1)=(U-E)^2-V_1^2x^2-V_2^2y^2=(E-U)^2-R,$$

so the secular equation is $(E-U)^2=R$. In the proof, `h` moves $Ev$ to the left side, `hd` computes the determinant, and the final line applies the determinant criterion.

```lean
/-- The lower sheet is the least eigenvalue of the vibronic Hamiltonian at every distortion. -/
theorem lowerSheet_isLeast_eigenvalue (k1 k2 V1 V2 x y : ℝ) :
    IsLeast {E : ℝ | ∃ v : Fin 2 → ℝ, v ≠ 0 ∧ vibronic k1 k2 V1 V2 x y *ᵥ v = E • v}
      (lowerSheet k1 k2 V1 V2 x y) := by
  constructor
  · refine (secular_equation k1 k2 V1 V2 x y _).mpr ?_
    have hs := Real.sq_sqrt (show 0 ≤ V1 ^ 2 * x ^ 2 + V2 ^ 2 * y ^ 2 by positivity)
    unfold lowerSheet
    linear_combination hs
  · intro E hE
    have h := (secular_equation k1 k2 V1 V2 x y E).mp hE
    have h' := (abs_le.mp (Real.abs_le_sqrt h.le)).1
    unfold lowerSheet
    linarith
```

`IsLeast S a` means that $a$ belongs to the set $S$ and is no larger than any other element. Here $S$ is the set of eigenvalues of $H$ at one distortion.

Membership holds because $(W-U)^2=(-\sqrt R)^2=R$. Conversely, any eigenvalue has $|E-U|=\sqrt R$, hence $E\ge U-\sqrt R=W$. The two bullets of the proof are these two arguments.

```lean
/-- Exchanging the labels of the two modes leaves the lower sheet unchanged. -/
lemma lowerSheet_swap (k1 k2 V1 V2 x y : ℝ) :
    lowerSheet k1 k2 V1 V2 x y = lowerSheet k2 k1 V2 V1 y x := by
  unfold lowerSheet elastic
  rw [add_comm (V1 ^ 2 * x ^ 2), add_comm (k1 * x ^ 2 / 2)]
```

Relabelling the modes, $(k_1,V_1,x)\leftrightarrow(k_2,V_2,y)$, leaves $W$ unchanged. A result for the first axis therefore also serves for the second.

## Energy on the axes and the global minimum

```lean
/-- The lower sheet reaches minus the stabilisation energy of the first mode exactly where a
certain quadratic expression in the elastic energy and `y` vanishes. -/
theorem lowerSheet_eq_iff {k1 k2 : ℝ} (hk1 : 0 < k1) (hk2 : 0 < k2) (V1 V2 x y : ℝ) :
    lowerSheet k1 k2 V1 V2 x y = -jtEnergy k1 V1 ↔
      (elastic k1 k2 x y - jtEnergy k1 V1) ^ 2
        + 2 * k2 * (jtEnergy k1 V1 - jtEnergy k2 V2) * y ^ 2 = 0 := by
  have hE : 0 ≤ jtEnergy k1 V1 := by unfold jtEnergy; positivity
  have hel : 0 ≤ elastic k1 k2 x y := by unfold elastic; positivity
  -- completing the square
  have key : (elastic k1 k2 x y + jtEnergy k1 V1) ^ 2 - (V1 ^ 2 * x ^ 2 + V2 ^ 2 * y ^ 2) =
      (elastic k1 k2 x y - jtEnergy k1 V1) ^ 2
        + 2 * k2 * (jtEnergy k1 V1 - jtEnergy k2 V2) * y ^ 2 := by
    unfold elastic
    linear_combination (-x ^ 2) * coupling_sq hk1 V1 - y ^ 2 * coupling_sq hk2 V2
  constructor
  · intro h
    have hs : Real.sqrt (V1 ^ 2 * x ^ 2 + V2 ^ 2 * y ^ 2) =
        elastic k1 k2 x y + jtEnergy k1 V1 := by
      unfold lowerSheet at h
      linarith
    have hq := Real.sq_sqrt (show 0 ≤ V1 ^ 2 * x ^ 2 + V2 ^ 2 * y ^ 2 by positivity)
    rw [hs] at hq
    linarith
  · intro h
    have hs : V1 ^ 2 * x ^ 2 + V2 ^ 2 * y ^ 2 =
        (elastic k1 k2 x y + jtEnergy k1 V1) ^ 2 := by linarith
    unfold lowerSheet
    rw [hs, Real.sqrt_sq (add_nonneg hel hE)]
    ring
```

This theorem says when the sheet reaches $-E_1$:

$$W=-E_1\iff (U-E_1)^2+2k_2(E_1-E_2)y^2=0.$$

By hand, $W=-E_1$ means $\sqrt R=U+E_1$. Both sides are non-negative, so this is equivalent to $R=(U+E_1)^2$. With $V_i^2=2k_iE_i$,

$$\begin{aligned}
(U+E_1)^2-R&=(U-E_1)^2+4E_1U-2k_1E_1x^2-2k_2E_2y^2\\
&=(U-E_1)^2+2k_2(E_1-E_2)y^2,
\end{aligned}$$

because $4E_1U=2E_1(k_1x^2+k_2y^2)$. The step `key` is this identity. The two bullets then square the equation and take its non-negative root.

```lean
/-- At the axial distortion `(V1/k1, 0)` the lower sheet equals minus the stabilisation energy
of the first mode. -/
theorem axial_value {k1 k2 : ℝ} (hk1 : 0 < k1) (hk2 : 0 < k2) (V1 V2 : ℝ) :
    lowerSheet k1 k2 V1 V2 (V1 / k1) 0 = -jtEnergy k1 V1 := by
  have hk' : k1 ≠ 0 := hk1.ne'
  have he : elastic k1 k2 (V1 / k1) 0 = jtEnergy k1 V1 := by
    unfold elastic jtEnergy
    field_simp
    try ring
  rw [lowerSheet_eq_iff hk1 hk2, he]
  ring
```

At $(V_1/k_1,0)$ the elastic energy is $U=\frac{k_1}{2}\frac{V_1^2}{k_1^2}=E_1$. Both terms of the preceding criterion vanish, so $W=-E_1$. The step `he` computes the elastic energy, and the rewrite applies the criterion.

```lean
/-- The global minimum of the lower sheet is minus the larger of the two single-mode
stabilisation energies, and it is attained on a coordinate axis. -/
theorem global_minimum {k1 k2 : ℝ} (hk1 : 0 < k1) (hk2 : 0 < k2) (V1 V2 : ℝ) :
    IsLeast (Set.range fun q : ℝ × ℝ => lowerSheet k1 k2 V1 V2 q.1 q.2)
        (-max (V1 ^ 2 / (2 * k1)) (V2 ^ 2 / (2 * k2))) ∧
      ∃ q : ℝ × ℝ, (q.1 = 0 ∨ q.2 = 0) ∧
        lowerSheet k1 k2 V1 V2 q.1 q.2 = -max (V1 ^ 2 / (2 * k1)) (V2 ^ 2 / (2 * k2)) := by
  change IsLeast _ (-max (jtEnergy k1 V1) (jtEnergy k2 V2)) ∧
    ∃ q : ℝ × ℝ, (q.1 = 0 ∨ q.2 = 0) ∧
      lowerSheet k1 k2 V1 V2 q.1 q.2 = -max (jtEnergy k1 V1) (jtEnergy k2 V2)
  have axis : ∃ q : ℝ × ℝ, (q.1 = 0 ∨ q.2 = 0) ∧
      lowerSheet k1 k2 V1 V2 q.1 q.2 = -max (jtEnergy k1 V1) (jtEnergy k2 V2) := by
    rcases le_total (jtEnergy k1 V1) (jtEnergy k2 V2) with h | h
    · refine ⟨(0, V2 / k2), Or.inl rfl, ?_⟩
      rw [max_eq_right h]
      exact (lowerSheet_swap _ _ _ _ _ _).trans (axial_value hk2 hk1 V2 V1)
    · refine ⟨(V1 / k1, 0), Or.inr rfl, ?_⟩
      rw [max_eq_left h]
      exact axial_value hk1 hk2 V1 V2
  refine ⟨⟨?_, ?_⟩, axis⟩
  · obtain ⟨q, -, hq⟩ := axis
    exact ⟨q, hq⟩
  · rintro _ ⟨⟨x, y⟩, rfl⟩
    change -max (jtEnergy k1 V1) (jtEnergy k2 V2) ≤ lowerSheet k1 k2 V1 V2 x y
    have h1 := le_max_left (jtEnergy k1 V1) (jtEnergy k2 V2)
    have h2 := le_max_right (jtEnergy k1 V1) (jtEnergy k2 V2)
    have hE : 0 ≤ jtEnergy k1 V1 := by unfold jtEnergy; positivity
    generalize max (jtEnergy k1 V1) (jtEnergy k2 V2) = M at h1 h2 ⊢
    have hel : 0 ≤ elastic k1 k2 x y := by unfold elastic; positivity
    have a := mul_le_mul_of_nonneg_right h1 (show 0 ≤ 2 * k1 * x ^ 2 by positivity)
    have b := mul_le_mul_of_nonneg_right h2 (show 0 ≤ 2 * k2 * y ^ 2 by positivity)
    -- the square of half the electronic splitting is at most four times `M` times the elastic energy
    have c : V1 ^ 2 * x ^ 2 + V2 ^ 2 * y ^ 2 ≤ 4 * M * elastic k1 k2 x y := by
      rw [coupling_sq hk1 V1, coupling_sq hk2 V2]
      unfold elastic
      linarith
    have hs : Real.sqrt (V1 ^ 2 * x ^ 2 + V2 ^ 2 * y ^ 2) ≤ elastic k1 k2 x y + M :=
      Real.sqrt_le_iff.mpr
        ⟨by linarith, by linarith [sq_nonneg (elastic k1 k2 x y - M)]⟩
    unfold lowerSheet
    linarith
```

A pair `q : ℝ × ℝ` is a distortion, with `q.1` for $x$ and `q.2` for $y$. `Set.range` collects all values of $W$ on the plane. The first part of the statement says that $-\max(E_1,E_2)$ is the least of these values; the second says that some point with $x=0$ or $y=0$ attains it.

For attainment, choose $(V_1/k_1,0)$ if $E_1\ge E_2$, and $(0,V_2/k_2)$ otherwise. The step `axis` makes this choice and uses the relabelling for the second case.

For the lower bound, put $M=\max(E_1,E_2)\ge0$. Then

$$R=2k_1E_1x^2+2k_2E_2y^2\le 2M(k_1x^2+k_2y^2)=4MU\le(U+M)^2.$$

The last inequality is $(U-M)^2\ge0$. Since $U+M\ge0$, taking roots gives $\sqrt R\le U+M$, and therefore $W\ge-M$. The steps `c` and `hs` are the bound on $R$ and its square root.

In the simplest case, $V_1=V_2=0$, the sheet is $U$ alone and the minimum is $0$ at the origin. Positivity of the force constants matters: with $k_1=1$, $k_2=-1$ and $V_1=V_2=0$, the sheet is $(x^2-y^2)/2$. It is unbounded below, although the formula would give $0$.

## Two points or an ellipse

```lean
/-- If the first mode has the larger stabilisation energy, the lower sheet takes the value
`-V1²/(2 k1)` exactly at the two distortions `(± V1/k1, 0)`. -/
theorem minimisers_of_stronger_mode {k1 k2 V1 V2 : ℝ} (hk1 : 0 < k1) (hk2 : 0 < k2)
    (h : jtEnergy k2 V2 < jtEnergy k1 V1) (x y : ℝ) :
    lowerSheet k1 k2 V1 V2 x y = -jtEnergy k1 V1 ↔
      y = 0 ∧ (x = V1 / k1 ∨ x = -(V1 / k1)) := by
  constructor
  · intro hm
    rw [lowerSheet_eq_iff hk1 hk2] at hm
    have hc : 0 < 2 * k2 * (jtEnergy k1 V1 - jtEnergy k2 V2) :=
      mul_pos (by positivity) (sub_pos.mpr h)
    have hy0 := mul_nonneg hc.le (sq_nonneg y)
    have hs0 := sq_nonneg (elastic k1 k2 x y - jtEnergy k1 V1)
    -- both non-negative terms vanish
    have hy : y = 0 := by
      have h0 : 2 * k2 * (jtEnergy k1 V1 - jtEnergy k2 V2) * y ^ 2 = 0 := by linarith
      exact pow_eq_zero_iff (two_ne_zero) |>.mp ((mul_eq_zero.mp h0).resolve_left hc.ne')
    have he : elastic k1 k2 x y - jtEnergy k1 V1 = 0 :=
      pow_eq_zero_iff (two_ne_zero) |>.mp (by linarith)
    refine ⟨hy, sq_eq_sq_iff_eq_or_eq_neg.mp ?_⟩
    rw [hy] at he
    unfold elastic at he
    rw [div_pow, eq_div_iff (by positivity)]
    linear_combination 2 * k1 * he - coupling_sq hk1 V1
  · rintro ⟨rfl, rfl | rfl⟩
    · exact axial_value hk1 hk2 V1 V2
    · rw [← axial_value hk1 hk2 V1 V2]
      simp only [lowerSheet, elastic, neg_sq]
```

If $E_2<E_1$, the minimum value $-E_1$ occurs exactly at $(\pm V_1/k_1,0)$. The hypothesis makes $2k_2(E_1-E_2)$ positive, so the criterion for $W=-E_1$ is a sum of two non-negative terms equal to zero. Both vanish, giving $y=0$ and $U=E_1$. Then

$$\tfrac12k_1x^2=\frac{V_1^2}{2k_1}\quad\Longrightarrow\quad x^2=\frac{V_1^2}{k_1^2},$$

so $x=\pm V_1/k_1$. The steps `hy` and `he` extract the two zeros. The converse uses the axial value and the invariance of $W$ under $x\to-x$. Since $E_1>E_2\ge0$ forces $V_1\ne0$, the two points are distinct. Relabelling the modes covers $E_1<E_2$.

```lean
/-- If the two stabilisation energies coincide, the lower sheet takes the value `-V1²/(2 k1)`
exactly where `k1 x² + k2 y² = V1²/k1`: an ellipse if `V1 ≠ 0`, the origin alone if `V1 = 0`. -/
theorem elliptical_trough {k1 k2 V1 V2 : ℝ} (hk1 : 0 < k1) (hk2 : 0 < k2)
    (h : jtEnergy k1 V1 = jtEnergy k2 V2) (x y : ℝ) :
    lowerSheet k1 k2 V1 V2 x y = -jtEnergy k1 V1 ↔
      k1 * x ^ 2 + k2 * y ^ 2 = 2 * jtEnergy k1 V1 := by
  rw [lowerSheet_eq_iff hk1 hk2, ← h, sub_self, mul_zero, zero_mul, add_zero,
    pow_eq_zero_iff two_ne_zero]
  unfold elastic
  constructor <;> intro h' <;> linarith
```

If $E_1=E_2$, the term in $y^2$ disappears from the criterion. What remains is $(U-E_1)^2=0$, or $U=E_1$, which is

$$k_1x^2+k_2y^2=2E_1=\frac{V_1^2}{k_1}.$$

For nonzero couplings, the minimum is thus shared by a whole ellipse of distortions; when both couplings vanish, it is attained at the origin alone. When $k_1=k_2$ and $|V_1|=|V_2|\neq0$, the ellipse is a circle, as in the linear E ⊗ e model.

## Instability on the weaker axis

```lean
/-- Starting from the axial point `(0, V2/k2)`, a nonzero displacement `x` with `k1 x²` below eight
times the excess of the first mode's stabilisation energy over the second's lowers the energy. -/
theorem weaker_axial_point_unstable {k1 k2 V1 V2 x : ℝ} (hk1 : 0 < k1) (hk2 : 0 < k2)
    (hx : x ≠ 0) (hsmall : k1 * x ^ 2 < 8 * (jtEnergy k1 V1 - jtEnergy k2 V2)) :
    lowerSheet k1 k2 V1 V2 x (V2 / k2) < lowerSheet k1 k2 V1 V2 0 (V2 / k2) := by
  have h0 : lowerSheet k1 k2 V1 V2 0 (V2 / k2) = -jtEnergy k2 V2 :=
    (lowerSheet_swap _ _ _ _ _ _).trans (axial_value hk2 hk1 V2 V1)
  have hk' : k2 ≠ 0 := hk2.ne'
  have hy : k2 * (V2 / k2) ^ 2 = 2 * jtEnergy k2 V2 := by
    unfold jtEnergy
    field_simp
  have hp : 0 < k1 * x ^ 2 := by positivity
  have hm := mul_lt_mul_of_pos_left hsmall hp
  have hR : V1 ^ 2 * x ^ 2 + V2 ^ 2 * (V2 / k2) ^ 2 =
      2 * jtEnergy k1 V1 * (k1 * x ^ 2) + 4 * jtEnergy k2 V2 ^ 2 := by
    linear_combination x ^ 2 * coupling_sq hk1 V1 + (V2 / k2) ^ 2 * coupling_sq hk2 V2
      + 2 * jtEnergy k2 V2 * hy
  -- the gain in half the electronic splitting exceeds the elastic cost
  have hs : k1 * x ^ 2 / 2 + 2 * jtEnergy k2 V2 <
      Real.sqrt (V1 ^ 2 * x ^ 2 + V2 ^ 2 * (V2 / k2) ^ 2) := by
    apply Real.lt_sqrt_of_sq_lt
    rw [hR]
    nlinarith [hm]
  rw [h0]
  unfold lowerSheet elastic
  linarith

end

end JahnTellerEb1b2
```

The starting point is $(0,V_2/k_2)$, where $W=-E_2$. Displace it by $x\ne0$ along the first mode and set $p=k_1x^2>0$. Then

$$U=\tfrac12p+E_2,\qquad R=2E_1p+4E_2^2.$$

The energy falls below $-E_2$ when $\tfrac12p+2E_2<\sqrt R$. Both sides are non-negative, so squaring gives

$$\tfrac14p^2+2E_2p<2E_1p\iff p<8(E_1-E_2).$$

This is the hypothesis `hsmall`; together with $x\ne0$, it forces $E_1>E_2$. In the proof, `hR` computes $R$, `hm` is the inequality multiplied by $p$, and `hs` is the resulting bound on the square root.

Arbitrarily small displacements satisfy the condition when $E_1>E_2$, so the weaker axial point is not a local minimum. Within this linear, harmonic two-mode model, a geometry optimisation confined to the weaker axis can therefore settle at a point that is unstable once the other mode is released.

```lean
#print axioms JahnTellerEb1b2.global_minimum
#print axioms JahnTellerEb1b2.minimisers_of_stronger_mode
#print axioms JahnTellerEb1b2.elliptical_trough
#print axioms JahnTellerEb1b2.weaker_axial_point_unstable
```

```
'JahnTellerEb1b2.global_minimum' depends on axioms: [propext, Classical.choice, Quot.sound]
'JahnTellerEb1b2.minimisers_of_stronger_mode' depends on axioms: [propext, Classical.choice, Quot.sound]
'JahnTellerEb1b2.elliptical_trough' depends on axioms: [propext, Classical.choice, Quot.sound]
'JahnTellerEb1b2.weaker_axial_point_unstable' depends on axioms: [propext, Classical.choice, Quot.sound]
```
